# A lower bound on the energy in a Morse well, with a threshold for shallow wells

Let $c\ge 0$, and let $f$ be a real, continuously differentiable function on the line with compact support. Then

$$\int \left(f'^2 + c^2(e^{-2x}-2e^{-x})f^2\right)dx \;\ge\; -\max(c-\tfrac12,\,0)^2\int f^2\,dx .$$

For $c\le\tfrac12$ no such $f$ has negative energy. In physical units, with mass $m$, well depth $D$, range parameter $a$ and minimum at $x_0$, the energy is at least $-\sigma^2\int f^2$, where $\sigma=\max\left(\sqrt D-\hbar a/(2\sqrt{2m}),\,0\right)$. For a single particle in this one-dimensional model of a bond stretch, the bound limits how low a variational energy can fall.

```lean
import Mathlib

open MeasureTheory

namespace MorseGroundState

noncomputable section
```

## The potential and its energy form

For $D>0$ and $a>0$ the potential tends to zero at dissociation, $x\to\infty$, and has its minimum $-D$ at $x_0$.

```lean
/-- The Morse potential with well depth `D`, range parameter `a` and minimum at `x₀`,
with its zero at the dissociation limit. -/
def morse (D a x₀ x : ℝ) : ℝ :=
  D * (Real.exp (-2 * a * (x - x₀)) - 2 * Real.exp (-a * (x - x₀)))
```

The energy form has kinetic coefficient $\kappa=\hbar^2/2m$. The function $f$ need not be normalised; for $f\ne0$ the expectation value is `energy` divided by $\int f^2$.

```lean
/-- The energy form of a real wave function `f` on the line, with kinetic coefficient `κ`
(that is, `ħ² / 2m`) and potential `V`. -/
def energy (κ : ℝ) (V f : ℝ → ℝ) : ℝ :=
  ∫ x, (κ * deriv f x ^ 2 + V x * f x ^ 2)
```

Write $E(x)=e^{-a(x-x_0)}$. Then $V=D(E^2-2E)$, which is what the first lemma states.

```lean
/-- The Morse potential is a quadratic polynomial in the single exponential
`exp (-a (x - x₀))`. -/
theorem morse_eq (D a x₀ x : ℝ) :
    morse D a x₀ x =
      D * (Real.exp (-a * (x - x₀)) ^ 2 - 2 * Real.exp (-a * (x - x₀))) := by
  have h : Real.exp (-2 * a * (x - x₀)) = Real.exp (-a * (x - x₀)) ^ 2 := by
    rw [pow_two, ← Real.exp_add]
    congr 1
    ring
  rw [morse, h]
```

## Completing the square

Put $h^2=\hbar^2/2m$ and $d^2=D$, and let $\sigma$ be any real number for now. Expanding a square gives

$$(hf'+(\sigma-dE)f)^2 = h^2f'^2+2h(\sigma-dE)ff'+(\sigma^2-2\sigma dE+d^2E^2)f^2 .$$

Since $E'=-aE$,

$$\left(h(\sigma-dE)f^2\right)' = hadE f^2+2h(\sigma-dE)ff' .$$

The left side integrates to zero, so the cross term in the square contributes $-had\int Ef^2$. Solving for the energy,

$$\int (h^2f'^2+Vf^2)=\int(hf'+(\sigma-dE)f)^2-\sigma^2\int f^2+d(2\sigma+ah-2d)\int Ef^2 .$$

Now choose $\sigma=\max(d-ah/2,\,0)$. Then $2\sigma+ah-2d\ge0$, and with $d\ge0$ the last term is nonnegative. The square is nonnegative too, and the bound remains.

## Compact support: a particle confined to a finite region

Physically, the wave function vanishes outside some interval. By hand, this makes every integral finite, even though $E^2$ grows exponentially on the repulsive side, and it removes the boundary values of $h(\sigma-dE)f^2$. In Lean it enters through one lemma: a continuous density that vanishes wherever $f$ and $f'$ both vanish is integrable.

```lean
/-- A continuous density that vanishes wherever `f` and its derivative both vanish is
integrable when `f` has compact support. -/
theorem integrable_density {f g : ℝ → ℝ} (hc : HasCompactSupport f) (hg : Continuous g)
    (h : ∀ x, f x = 0 → deriv f x = 0 → g x = 0) : Integrable g := by
  refine hg.integrable_of_hasCompactSupport (HasCompactSupport.intro hc ?_)
  intro x hx
  refine h x (image_eq_zero_of_notMem_tsupport hx) ?_
  by_contra hne
  exact hx (support_deriv_subset (Function.mem_support.mpr hne))
```

Without compact support the formal inequality can fail. Take $f=\exp(-ce^{-x})$ with $c>\tfrac12$, which tends to $1$ on the right. Here $f'=ce^{-x}f$, and the substitution $u=e^{-x}$ gives the energy

$$2c^2\int_0^\infty(u-1)e^{-2cu}\,du=\tfrac12-c<0 .$$

But $\int f^2$ diverges, and Lean assigns a divergent integral the value $0$, so the inequality would read $0\le\tfrac12-c$.

## A continuous derivative: no kinetic energy hidden in jumps

The hypothesis `ContDiff ℝ 1 f` says that $f$ is differentiable with continuous derivative. The hand derivation uses it to integrate the total derivative. The formal identity uses it in the same place, and also for the continuity that the integrability lemma needs.

```lean
/-- Completing the square: for every real `σ`, the Morse energy is the integral of a square, minus
`σ²` times `∫ f²`, plus a multiple of the integral of `exp (-a (x - x₀)) f²`. -/
theorem energy_eq_square (h d a x₀ σ : ℝ) {f : ℝ → ℝ} (hf : ContDiff ℝ 1 f)
    (hc : HasCompactSupport f) :
    energy (h ^ 2) (morse (d ^ 2) a x₀) f =
      (∫ x, (h * deriv f x + (σ - d * Real.exp (-a * (x - x₀))) * f x) ^ 2)
        - σ ^ 2 * (∫ x, f x ^ 2)
        + d * (2 * σ + a * h - 2 * d) * ∫ x, Real.exp (-a * (x - x₀)) * f x ^ 2 := by
  have c0 : Continuous f := hf.continuous
  have c1 : Continuous (deriv f) := hf.continuous_deriv le_rfl
  unfold energy
  simp only [morse_eq]
  have I0 : Integrable (fun x => h ^ 2 * deriv f x ^ 2 +
      d ^ 2 * (Real.exp (-a * (x - x₀)) ^ 2 - 2 * Real.exp (-a * (x - x₀))) * f x ^ 2) :=
    integrable_density hc (by fun_prop) (fun x h0 h1 => by simp [h0, h1])
  have I1 : Integrable (fun x =>
      (h * deriv f x + (σ - d * Real.exp (-a * (x - x₀))) * f x) ^ 2) :=
    integrable_density hc (by fun_prop) (fun x h0 h1 => by simp [h0, h1])
  have I2 : Integrable (fun x => f x ^ 2) :=
    integrable_density hc (by fun_prop) (fun x h0 _ => by simp [h0])
  have I3 : Integrable (fun x => Real.exp (-a * (x - x₀)) * f x ^ 2) :=
    integrable_density hc (by fun_prop) (fun x h0 _ => by simp [h0])
  have I4 : Integrable (fun x => h * (a * d * Real.exp (-a * (x - x₀)) * f x ^ 2 +
      2 * (σ - d * Real.exp (-a * (x - x₀))) * f x * deriv f x)) :=
    integrable_density hc (by fun_prop) (fun x h0 _ => by simp [h0])
  have I5 : Integrable (fun x => h * (σ - d * Real.exp (-a * (x - x₀))) * (f x * f x)) :=
    integrable_density hc (by fun_prop) (fun x h0 _ => by simp [h0])
  -- the cross term plus a multiple of `exp (-a (x - x₀)) f²` is a total derivative,
  -- so this sum integrates to zero
  have hz := integral_eq_zero_of_hasDerivAt_of_integrable (fun x => by
    have hE : HasDerivAt (fun y => Real.exp (-a * (y - x₀)))
        (Real.exp (-a * (x - x₀)) * (-a * 1)) x :=
      (((hasDerivAt_id' x).sub_const x₀).const_mul (-a)).exp
    have hd : HasDerivAt f (deriv f x) x := (hf.differentiable (by simp) x).hasDerivAt
    exact ((((hE.const_mul d).const_sub σ).const_mul h).fun_mul
      (hd.fun_mul hd)).congr_deriv (by ring)) I4 I5
  have I04 := I0.fun_add I4
  have s1 := integral_add I0 I4
  have s2 := integral_add I04 (I2.const_mul (σ ^ 2))
  have s3 := integral_add I1 (I3.const_mul (d * (2 * σ + a * h - 2 * d)))
  rw [integral_const_mul] at s2 s3
  -- pointwise, the two sides agree up to that total derivative
  have s4 : (∫ x, ((h ^ 2 * deriv f x ^ 2 +
      d ^ 2 * (Real.exp (-a * (x - x₀)) ^ 2 - 2 * Real.exp (-a * (x - x₀))) * f x ^ 2) +
      h * (a * d * Real.exp (-a * (x - x₀)) * f x ^ 2 +
      2 * (σ - d * Real.exp (-a * (x - x₀))) * f x * deriv f x)) + σ ^ 2 * f x ^ 2) =
      ∫ x, (h * deriv f x + (σ - d * Real.exp (-a * (x - x₀))) * f x) ^ 2 +
        d * (2 * σ + a * h - 2 * d) * (Real.exp (-a * (x - x₀)) * f x ^ 2) := by
    congr 1
    funext x
    ring
  linarith
```

The statements `I0` to `I5` establish integrability, `hz` says that the total derivative integrates to zero, and `s4` is the pointwise algebra, closed by `ring`. The final `linarith` combines the integrals.

A step function shows what goes wrong otherwise. Let $f=1$ on $[0,1]$ and $0$ elsewhere, with $0<c\le\tfrac12$. Its pointwise derivative is zero almost everywhere, so the kinetic integral vanishes, while the potential is negative on $[0,1]$. The computed energy is negative and the bound of zero is violated. A program that differentiates a discontinuous trial function element by element, and ignores the jumps, makes this error.

## Positive mass and nonnegative depth

The condition $m>0$ makes the kinetic energy nonnegative, and for $a\ne0$ the condition $D\ge0$ makes the potential a well with a repulsive wall, or no potential at all when $D=0$. By hand they allow $h=\hbar/\sqrt{2m}$ and $d=\sqrt D$ to be real. In the proof they justify `e1` and the rewriting of $(\sqrt D)^2$ as $D$.

```lean
/-- Morse ground-state bound: the energy of a particle of mass `m` in a Morse well is at least
`-max (√D - ħ a / (2 √(2m)), 0)²` times the squared norm of its wave function. -/
theorem morse_ground_state_bound {m D : ℝ} (hm : 0 < m) (hD : 0 ≤ D) (hbar a x₀ : ℝ)
    {f : ℝ → ℝ} (hf : ContDiff ℝ 1 f) (hc : HasCompactSupport f) :
    -(max (Real.sqrt D - hbar * a / (2 * Real.sqrt (2 * m))) 0) ^ 2 * (∫ x, f x ^ 2) ≤
      energy (hbar ^ 2 / (2 * m)) (morse D a x₀) f := by
  have hle := le_max_left (Real.sqrt D - hbar * a / (2 * Real.sqrt (2 * m))) 0
  generalize max (Real.sqrt D - hbar * a / (2 * Real.sqrt (2 * m))) 0 = σ at hle ⊢
  have key := energy_eq_square (hbar / Real.sqrt (2 * m)) (Real.sqrt D) a x₀ σ hf hc
  have e1 : (hbar / Real.sqrt (2 * m)) ^ 2 = hbar ^ 2 / (2 * m) := by
    rw [div_pow, Real.sq_sqrt (by positivity)]
  have e2 : hbar * a / (2 * Real.sqrt (2 * m)) = a * (hbar / Real.sqrt (2 * m)) / 2 := by
    ring
  rw [e1, Real.sq_sqrt hD] at key
  rw [e2] at hle
  -- the choice of σ makes the remaining exponential term nonnegative
  have p1 : 0 ≤ ∫ x, (hbar / Real.sqrt (2 * m) * deriv f x +
      (σ - Real.sqrt D * Real.exp (-a * (x - x₀))) * f x) ^ 2 :=
    integral_nonneg (fun x => sq_nonneg _)
  have p2 : 0 ≤ ∫ x, Real.exp (-a * (x - x₀)) * f x ^ 2 :=
    integral_nonneg (fun x => mul_nonneg (Real.exp_pos _).le (sq_nonneg _))
  have p3 := mul_nonneg (mul_nonneg (Real.sqrt_nonneg D)
    (show 0 ≤ 2 * σ + a * (hbar / Real.sqrt (2 * m)) - 2 * Real.sqrt D by linarith)) p2
  linarith
```

The proof replaces the maximum by $\sigma$, keeping only $\sqrt D-\hbar a/(2\sqrt{2m})\le\sigma$. The facts `p1`, `p2` and `p3` are the signs of the square, of $\int Ef^2$ and of the whole last term.

Neither condition can simply be dropped, as these cases with $\hbar\ne0$ show:

- With $D=0$ and $m<0$, the energy is a negative multiple of $\int f'^2$, and rapid oscillation at fixed $\int f^2$ lowers it without limit.
- With $D<0$ and $a>0$, the potential tends to $-\infty$ on the left, and moving a fixed bump leftwards lowers the energy without limit.

No sign is imposed on $\hbar$, $a$ or $x_0$. The physical reading takes $\hbar,a>0$.

When $\sigma>0$, expanding the square with $\omega=a\sqrt{2D/m}$ gives

$$-\sigma^2=-D+\tfrac12\hbar\omega-\frac{(\hbar\omega)^2}{16D},$$

the well bottom plus the harmonic zero-point energy and its anharmonic correction. In a calculation for a diatomic molecule, $m$ is the reduced mass. A variational program with exact integrals should not return an energy below $-\sigma^2$ in this model if its trial functions satisfy the hypotheses of the theorem. Gaussians have tails and do not, but cutting the tails off ever further out extends the bound to them, a step that the file leaves out. A finite-difference grid can fall below the bound, because its kinetic energy is only an approximation.

## The sign convention for the well strength

Measuring length in units of $1/a$ and energy in units of $\hbar^2a^2/2m$ leaves one parameter, $c=\sqrt{2mD}/(\hbar a)$. The proof sets $m=\tfrac12$, $\hbar=a=1$, $x_0=0$ and $D=c^2$, and uses $c\ge0$ to replace $\sqrt{c^2}$ by $c$.

```lean
/-- The bound in dimensionless form, for the Morse well of strength `c`. -/
theorem dimensionless_bound {c : ℝ} (h0 : 0 ≤ c) {f : ℝ → ℝ} (hf : ContDiff ℝ 1 f)
    (hc : HasCompactSupport f) :
    -(max (c - 1 / 2) 0) ^ 2 * (∫ x, f x ^ 2) ≤
      ∫ x, (deriv f x ^ 2 + c ^ 2 * (Real.exp (-2 * x) - 2 * Real.exp (-x)) * f x ^ 2) := by
  have h := morse_ground_state_bound (m := 1 / 2) (by norm_num) (sq_nonneg c) 1 1 0 hf hc
  have e : Real.sqrt (2 * (1 / 2)) = 1 := by norm_num
  have key : energy (1 ^ 2 / (2 * (1 / 2))) (morse (c ^ 2) 1 0) f =
      ∫ x, (deriv f x ^ 2 +
        c ^ 2 * (Real.exp (-2 * x) - 2 * Real.exp (-x)) * f x ^ 2) := by
    unfold energy morse
    congr 1
    funext x
    norm_num
  rw [Real.sqrt_sq h0, e, key, show (1 * 1 / (2 * 1) : ℝ) = 1 / 2 by norm_num] at h
  exact h
```

The potential contains only $c^2$, but the bound contains $c$ itself. For $c=-2$ the well is the same as for $c=2$, which has a bound state at $-\tfrac94$, whereas the formula would give a lower bound of zero.

## Strength at most one half: no negative energy

The condition $c\le\tfrac12$ describes a well so shallow or narrow that the kinetic energy and the repulsive wall together at least balance the attraction. The wall matters: in one dimension a purely attractive well binds however weak it is. By hand it gives $\sigma=0$; in Lean, `max_eq_right` does the same.

```lean
/-- A Morse well of strength `c ≤ 1/2` admits no negative energy. -/
theorem shallow_well_nonneg {c : ℝ} (h0 : 0 ≤ c) (h1 : c ≤ 1 / 2) {f : ℝ → ℝ}
    (hf : ContDiff ℝ 1 f) (hc : HasCompactSupport f) :
    0 ≤ ∫ x, (deriv f x ^ 2 +
      c ^ 2 * (Real.exp (-2 * x) - 2 * Real.exp (-x)) * f x ^ 2) := by
  have h := dimensionless_bound h0 hf hc
  rw [max_eq_right (by linarith), show -(0 : ℝ) ^ 2 = 0 by norm_num, zero_mul] at h
  exact h
```

## Strength above one half: a square-integrable solution at the bound

For $c>\tfrac12$ the conclusion of the previous theorem is lost. The function responsible makes the completed square vanish. With $s=c-\tfrac12$, the equation $\psi'+(s-ce^{-x})\psi=0$ has the solution $\psi=\exp(-sx-ce^{-x})$, given here without normalisation.

```lean
/-- The function `exp (-(c - 1/2) x - c exp (-x))`, without normalisation. -/
def groundState (c x : ℝ) : ℝ := Real.exp (-(c - 1 / 2) * x - c * Real.exp (-x))
```

Differentiating twice,

$$\psi''=\left((ce^{-x}-s)^2-ce^{-x}\right)\psi=\left(c^2(e^{-2x}-2e^{-x})+s^2\right)\psi ,$$

because $2cs+c=2c^2$. Hence $-\psi''+V\psi=-s^2\psi$. The proof computes the first derivative in `h1`, differentiates again in `h3`, and finishes with `ring`. This equation holds for every real $c$.

```lean
/-- The function `groundState c` solves the Schrödinger equation of the dimensionless Morse
well with energy `-(c - 1/2)²`. -/
theorem groundState_schrodinger (c x : ℝ) :
    -deriv (deriv (groundState c)) x + morse (c ^ 2) 1 0 x * groundState c x =
      -(c - 1 / 2) ^ 2 * groundState c x := by
  have hE : ∀ y : ℝ, HasDerivAt (fun z => Real.exp (-z)) (Real.exp (-y) * -1) y :=
    fun y => (hasDerivAt_id' y).fun_neg.exp
  have h1 : ∀ y, HasDerivAt (groundState c)
      ((c * Real.exp (-y) - (c - 1 / 2)) * groundState c y) y := fun y => by
    have h := (((hasDerivAt_id' y).const_mul (-(c - 1 / 2))).fun_sub
      ((hE y).const_mul c)).exp
    exact h.congr_deriv (by unfold groundState; ring)
  have h2 : deriv (groundState c) =
      fun y => (c * Real.exp (-y) - (c - 1 / 2)) * groundState c y :=
    funext fun y => (h1 y).deriv
  have h3 := (((hE x).const_mul c).sub_const (c - 1 / 2)).fun_mul (h1 x)
  rw [h2, h3.deriv, morse_eq, show (-1 : ℝ) * (x - 0) = -x by ring]
  ring
```

The hypothesis $c>\tfrac12$ is what makes $\psi$ a bound state, since $\psi$ then decays on the dissociation side. First, $\psi^2\le e^{-2s|x|}$. For $x\ge0$ one discards the factor $\exp(-2ce^{-x})\le1$; for $x\le0$ one uses $2|x|\le e^{|x|}$ and $s\le c$. Next, $e^t\ge1+t+t^2/2$ with $t=2s|x|$ gives $e^{2s|x|}\ge1+2s^2x^2$. With $r=1/s$ it follows that

$$1+x^2\le(1+r^2/2)\,e^{2s|x|},$$

so $\psi^2\le(1+r^2/2)/(1+x^2)$, which is integrable. These steps are `hψ`, `hK` and the closing comparison.

```lean
/-- For `c > 1/2` the function `groundState c` is square integrable. -/
theorem groundState_sq_integrable {c : ℝ} (hc : 1 / 2 < c) :
    Integrable (fun x => groundState c x ^ 2) := by
  obtain ⟨r, hr⟩ : ∃ r : ℝ, r * (c - 1 / 2) = 1 :=
    ⟨(c - 1 / 2)⁻¹, inv_mul_cancel₀ (sub_pos.mpr hc).ne'⟩
  have hs : 0 < c - 1 / 2 := sub_pos.mpr hc
  refine (integrable_inv_one_add_sq.const_mul (1 + r ^ 2 / 2)).mono'
    (Continuous.aestronglyMeasurable (by unfold groundState; fun_prop))
    (Filter.Eventually.of_forall fun x => ?_)
  -- exponential decay on both sides of the well
  have hψ : groundState c x ^ 2 ≤ Real.exp (-(2 * (c - 1 / 2) * |x|)) := by
    rw [groundState, pow_two, ← Real.exp_add]
    apply Real.exp_le_exp.mpr
    have hp : 0 ≤ c * Real.exp (-x) := mul_nonneg (by linarith) (Real.exp_pos _).le
    rcases le_total 0 x with hx | hx
    · rw [abs_of_nonneg hx]
      linarith
    · rw [abs_of_nonpos hx]
      have q := Real.quadratic_le_exp_of_nonneg (neg_nonneg.mpr hx)
      have q2 : 2 * (-x) ≤ Real.exp (-x) := by nlinarith [sq_nonneg (x + 1)]
      have q3 := mul_le_mul_of_nonneg_left q2 (show 0 ≤ c by linarith)
      linarith
  -- the exponential dominates a quadratic polynomial
  have hK : 1 + x ^ 2 ≤ (1 + r ^ 2 / 2) * Real.exp (2 * (c - 1 / 2) * |x|) := by
    have ht : 0 ≤ 2 * (c - 1 / 2) * |x| := by positivity
    have q := Real.quadratic_le_exp_of_nonneg ht
    have q1 : 1 + 2 * (c - 1 / 2) ^ 2 * x ^ 2 ≤ Real.exp (2 * (c - 1 / 2) * |x|) := by
      have : (2 * (c - 1 / 2) * |x|) ^ 2 = 4 * (c - 1 / 2) ^ 2 * x ^ 2 := by
        rw [mul_pow, sq_abs]
        ring
      linarith
    have q2 := mul_le_mul_of_nonneg_left q1 (show 0 ≤ 1 + r ^ 2 / 2 by positivity)
    have q3 : (1 + r ^ 2 / 2) * (1 + 2 * (c - 1 / 2) ^ 2 * x ^ 2) =
        1 + x ^ 2 + (r ^ 2 / 2 + 2 * (c - 1 / 2) ^ 2 * x ^ 2) := by
      linear_combination (r * (c - 1 / 2) + 1) * x ^ 2 * hr
    have q4 : 0 ≤ r ^ 2 / 2 + 2 * (c - 1 / 2) ^ 2 * x ^ 2 := by positivity
    linarith
  have e : Real.exp (-(2 * (c - 1 / 2) * |x|)) * Real.exp (2 * (c - 1 / 2) * |x|) = 1 := by
    rw [← Real.exp_add, neg_add_cancel, Real.exp_zero]
  rw [Real.norm_of_nonneg (sq_nonneg _), ← div_eq_mul_inv, le_div_iff₀ (by positivity)]
  have hm := mul_le_mul hψ hK (by positivity) (Real.exp_pos _).le
  refine hm.trans (le_of_eq ?_)
  linear_combination (1 + r ^ 2 / 2) * e

end

end MorseGroundState
```

At $c=\tfrac12$ the function is $\exp(-\tfrac12e^{-x})$, which tends to $1$ on the right and is not square integrable. For $c>\tfrac12$, $\psi$ itself lacks compact support; that smooth cut-offs $f$ of it bring the energy divided by $\int f^2$ arbitrarily close to $-s^2$ is a standard approximation argument which the file leaves out.

```lean
#print axioms MorseGroundState.morse_ground_state_bound
#print axioms MorseGroundState.shallow_well_nonneg
#print axioms MorseGroundState.groundState_schrodinger
#print axioms MorseGroundState.groundState_sq_integrable
```

```
'MorseGroundState.morse_ground_state_bound' depends on axioms: [propext, Classical.choice, Quot.sound]
'MorseGroundState.shallow_well_nonneg' depends on axioms: [propext, Classical.choice, Quot.sound]
'MorseGroundState.groundState_schrodinger' depends on axioms: [propext, Classical.choice, Quot.sound]
'MorseGroundState.groundState_sq_integrable' depends on axioms: [propext, Classical.choice, Quot.sound]
```
